# A first active space raises the total second-order energy when higher states couple only to the reference

Take a reference state at energy $0$, coupled with real strength $v\neq0$ to one state at energy $D>0$: second-order perturbation theory gives $-v^2/D$, while the lower eigenvalue $e$ of the two-state matrix satisfies $e=-v^2/(D-e)$ and lies higher, because $e<0$ makes the denominator larger. The file below proves that the total energy still rises when further states, also above the reference and coupled only to it, stay in the perturbative treatment.

```lean
import Mathlib

open Matrix

namespace ActiveSpaceChoice

noncomputable section

variable {ι κ : Type*} [Fintype ι] [DecidableEq ι] [Fintype κ]

/-- Hamiltonian of an active space made of a reference (`none`) at energy zero and perturbers
`some i` at energies `D i`, each coupled to the reference alone, with strength `v i`. -/
def activeHamiltonian (v D : ι → ℝ) : Matrix (Option ι) (Option ι) ℝ
  | none, none => 0
  | none, some i => v i
  | some i, none => v i
  | some i, some j => if i = j then D i else 0

/-- The vector with reference coefficient `c₀` and perturber coefficients `c i`. -/
def ciVector (c₀ : ℝ) (c : ι → ℝ) : Option ι → ℝ
  | none => c₀
  | some i => c i

/-- `c` is a normalised eigenvector of `H` with energy `E`, and no nonzero real vector `x` has a
lower energy expectation value `(x ⬝ᵥ H *ᵥ x) / (x ⬝ᵥ x)`. -/
def IsGroundState {n : Type*} [Fintype n] (H : Matrix n n ℝ) (E : ℝ) (c : n → ℝ) : Prop :=
  c ⬝ᵥ c = 1 ∧ H *ᵥ c = E • c ∧ ∀ x : n → ℝ, E * (x ⬝ᵥ x) ≤ x ⬝ᵥ H *ᵥ x

/-- Total second-order energy: the active-space energy `E` plus the correction from outer
perturbers at energies `G k`, coupled with strength `w k` to the reference, whose coefficient
is `c₀`. The domain is `G k ≠ E` for all `k`. -/
def secondOrderEnergy (E c₀ : ℝ) (w G : κ → ℝ) : ℝ :=
  E - ∑ k, (c₀ * w k) ^ 2 / (G k - E)

/-- The reference component of `H x` collects the couplings to all active perturbers. -/
theorem mulVec_reference (v D : ι → ℝ) (x : Option ι → ℝ) :
    (activeHamiltonian v D *ᵥ x) none = ∑ i, v i * x (some i) := by
  simp [Matrix.mulVec, dotProduct, Fintype.sum_option, activeHamiltonian]

/-- The component of `H x` on a perturber has a coupling term and a diagonal term. -/
theorem mulVec_perturber (v D : ι → ℝ) (x : Option ι → ℝ) (i : ι) :
    (activeHamiltonian v D *ᵥ x) (some i) = v i * x none + D i * x (some i) := by
  simp [Matrix.mulVec, dotProduct, Fintype.sum_option, activeHamiltonian]

/-- The quadratic form `x ⬝ᵥ H *ᵥ x` of the active-space Hamiltonian `H`, for any real vector `x`.
-/
theorem expectation (v D : ι → ℝ) (x : Option ι → ℝ) :
    x ⬝ᵥ activeHamiltonian v D *ᵥ x =
      2 * x none * ∑ i, v i * x (some i) + ∑ i, D i * x (some i) ^ 2 := by
  have h : ∑ i, x (some i) * (v i * x none + D i * x (some i)) =
      x none * ∑ i, v i * x (some i) + ∑ i, D i * x (some i) ^ 2 := by
    rw [Finset.mul_sum, ← Finset.sum_add_distrib]
    exact Finset.sum_congr rfl fun i _ => by ring
  rw [dotProduct, Fintype.sum_option, mulVec_reference]
  simp only [mulVec_perturber]
  rw [h]
  ring

/-- With positive perturber energies and at least one nonzero coupling, the ground energy of
the active space lies below the reference energy zero. -/
theorem ground_energy_neg {v D : ι → ℝ} {E : ℝ} {c : Option ι → ℝ}
    (hD : ∀ i, 0 < D i) (hv : ∃ i, v i ≠ 0)
    (h : IsGroundState (activeHamiltonian v D) E c) : E < 0 := by
  obtain ⟨j, hj⟩ := hv
  have hS : 0 < ∑ i, v i ^ 2 / D i :=
    Finset.sum_pos' (fun i _ => div_nonneg (sq_nonneg _) (hD i).le)
      ⟨j, Finset.mem_univ j, div_pos (by positivity) (hD j)⟩
  -- the first-order wavefunction serves as trial vector
  have hq : ciVector 1 (fun i => -(v i / D i)) ⬝ᵥ
      activeHamiltonian v D *ᵥ ciVector 1 (fun i => -(v i / D i)) =
      -∑ i, v i ^ 2 / D i := by
    have h1 : ∑ i, v i * -(v i / D i) = -∑ i, v i ^ 2 / D i := by
      rw [← Finset.sum_neg_distrib]
      exact Finset.sum_congr rfl fun i _ => by ring
    have h2 : ∑ i, D i * (-(v i / D i)) ^ 2 = ∑ i, v i ^ 2 / D i := by
      refine Finset.sum_congr rfl fun i _ => ?_
      have := (hD i).ne'
      field_simp
    rw [expectation]
    simp only [ciVector]
    rw [h1, h2]
    ring
  have hx := h.2.2 (ciVector 1 (fun i => -(v i / D i)))
  have hn : 0 ≤ ciVector 1 (fun i => -(v i / D i)) ⬝ᵥ ciVector 1 (fun i => -(v i / D i)) :=
    Finset.sum_nonneg fun _ _ => mul_self_nonneg _
  by_contra hE
  have := mul_nonneg (not_lt.1 hE) hn
  linarith

/-- Brillouin-Wigner equation: with positive perturber energies and at least one nonzero
coupling, the ground energy is the second-order sum with denominators shifted by itself. -/
theorem brillouin_wigner {v D : ι → ℝ} {E : ℝ} {c : Option ι → ℝ}
    (hD : ∀ i, 0 < D i) (hv : ∃ i, v i ≠ 0)
    (h : IsGroundState (activeHamiltonian v D) E c) :
    E = -∑ i, v i ^ 2 / (D i - E) := by
  have hE := ground_energy_neg hD hv h
  have h0 : ∑ i, v i * c (some i) = E * c none := by
    have := congrFun h.2.1 none
    rwa [mulVec_reference, Pi.smul_apply, smul_eq_mul] at this
  -- eliminate the perturber amplitudes
  have h1 : ∀ i, c (some i) = -(v i / (D i - E)) * c none := by
    intro i
    have hi := congrFun h.2.1 (some i)
    rw [mulVec_perturber, Pi.smul_apply, smul_eq_mul] at hi
    have hd : D i - E ≠ 0 := (by linarith [hD i] : 0 < D i - E).ne'
    apply mul_left_cancel₀ hd
    have : (D i - E) * (-(v i / (D i - E)) * c none) = -(v i * c none) := by
      field_simp
    rw [this]
    linarith
  have hc : c none ≠ 0 := by
    intro hz
    have hn := h.1
    rw [dotProduct, Fintype.sum_option] at hn
    simp [h1, hz] at hn
  apply mul_right_cancel₀ hc
  rw [← h0, neg_mul, Finset.sum_mul, ← Finset.sum_neg_distrib]
  exact Finset.sum_congr rfl fun i _ => by rw [h1 i]; ring

/-- Let all perturber energies be positive and all perturbers couple only to the reference.
Moving a group with at least one nonzero coupling from the perturbative treatment of the bare
reference into the active space strictly raises the total second-order energy. -/
theorem active_space_raises_energy {v D : ι → ℝ} {w G : κ → ℝ} {E : ℝ} {c : Option ι → ℝ}
    (hD : ∀ i, 0 < D i) (hG : ∀ k, 0 < G k) (hv : ∃ i, v i ≠ 0)
    (h : IsGroundState (activeHamiltonian v D) E c) :
    secondOrderEnergy 0 1 (Sum.elim v w) (Sum.elim D G) <
      secondOrderEnergy E (c none) w G := by
  have hE := ground_energy_neg hD hv h
  have hbw := brillouin_wigner hD hv h
  have hc : c none ^ 2 ≤ 1 := by
    have hn := h.1
    rw [dotProduct, Fintype.sum_option] at hn
    have : 0 ≤ ∑ i, c (some i) * c (some i) :=
      Finset.sum_nonneg fun i _ => mul_self_nonneg _
    nlinarith
  obtain ⟨j, hj⟩ := hv
  -- the active part: larger denominators give a weaker lowering
  have hA : ∑ i, v i ^ 2 / (D i - E) < ∑ i, v i ^ 2 / D i :=
    Finset.sum_lt_sum
      (fun i _ => div_le_div_of_nonneg_left (sq_nonneg _) (hD i) (by linarith))
      ⟨j, Finset.mem_univ j, div_lt_div_of_pos_left (by positivity) (hD j) (by linarith)⟩
  -- the outer part: smaller reference weight and larger denominators
  have hB : ∑ k, (c none * w k) ^ 2 / (G k - E) ≤ ∑ k, w k ^ 2 / G k := by
    refine Finset.sum_le_sum fun k _ => div_le_div₀ (sq_nonneg _) ?_ (hG k) (by linarith)
    rw [mul_pow]
    exact mul_le_of_le_one_left (sq_nonneg _) hc
  simp only [secondOrderEnergy, Fintype.sum_sum_type, Sum.elim_inl, Sum.elim_inr, one_mul,
    sub_zero]
  linarith

/-- One active and one outer perturber, with `D, G > 0` and `v ≠ 0`: the total energy with the
two-state active space lies above the second-order energy of the bare reference. -/
theorem two_state_case {v D w G e : ℝ} {c : Fin 2 → ℝ} (hv : v ≠ 0) (hD : 0 < D) (hG : 0 < G)
    (h : IsGroundState !![0, v; v, D] e c) :
    e - c 0 ^ 2 * w ^ 2 / (G - e) > -v ^ 2 / D - w ^ 2 / G := by
  have h' : IsGroundState (activeHamiltonian (fun _ : Unit => v) (fun _ => D)) e
      (ciVector (c 0) fun _ => c 1) := by
    obtain ⟨hn, he, hm⟩ := h
    refine ⟨?_, ?_, ?_⟩
    · simpa [dotProduct, Fintype.sum_option, ciVector, Fin.sum_univ_two] using hn
    · have h0 := congrFun he 0
      have h1 := congrFun he 1
      simp only [Matrix.mulVec, dotProduct, Fin.sum_univ_two] at h0 h1
      ext o
      cases o with
      | none => rw [mulVec_reference]; simpa [ciVector] using h0
      | some i => rw [mulVec_perturber]; simpa [ciVector] using h1
    · intro x
      have hx := hm ![x none, x (some ())]
      rw [expectation]
      simp [Matrix.mulVec, dotProduct, Fin.sum_univ_two, Fintype.sum_option] at hx ⊢
      linarith
  have key := active_space_raises_energy (w := fun _ : Unit => w) (G := fun _ => G)
    (fun _ => hD) (fun _ => hG) ⟨(), hv⟩ h'
  simp only [secondOrderEnergy, Fintype.sum_sum_type, Sum.elim_inl, Sum.elim_inr,
    Finset.univ_unique, Finset.sum_singleton, ciVector, one_mul, sub_zero, mul_pow] at key
  rw [neg_div]
  linarith

/-- Enlarging an active space that already holds a perturber can lower the total energy: with
couplings 12, 33 and energies 7, 82, moving in the second perturber after the first does so. -/
theorem second_move_can_lower :
    IsGroundState (activeHamiltonian ![12] ![7]) (-9) (ciVector (4 / 5) ![-3 / 5]) ∧
    IsGroundState (activeHamiltonian ![12, 33] ![7, 82]) (-17)
      (ciVector (6 / 7) ![-3 / 7, -2 / 7]) ∧
    secondOrderEnergy (-17) (6 / 7) ![] ![] < secondOrderEnergy (-9) (4 / 5) ![33] ![82] := by
  refine ⟨⟨?_, ?_, fun x => ?_⟩, ⟨?_, ?_, fun x => ?_⟩, ?_⟩
  · norm_num [dotProduct, Fintype.sum_option, ciVector]
  · ext o
    rcases o with _ | i
    · norm_num [mulVec_reference, ciVector]
    · fin_cases i
      norm_num [mulVec_perturber, ciVector]
  · rw [expectation]
    simp only [dotProduct, Fintype.sum_option, Fin.sum_univ_one, Matrix.cons_val_zero]
    nlinarith [sq_nonneg (3 * x none + 4 * x (some 0))]
  · norm_num [dotProduct, Fintype.sum_option, ciVector, Fin.sum_univ_two]
  · ext o
    rcases o with _ | i
    · norm_num [mulVec_reference, ciVector, Fin.sum_univ_two]
    · fin_cases i <;> norm_num [mulVec_perturber, ciVector]
  · rw [expectation]
    simp only [dotProduct, Fintype.sum_option, Fin.sum_univ_two, Matrix.cons_val_zero,
      Matrix.cons_val_one]
    nlinarith [sq_nonneg (x (some 0) + x none / 2), sq_nonneg (x (some 1) + x none / 3)]
  · norm_num [secondOrderEnergy]

end

end ActiveSpaceChoice
```

```lean
#print axioms ActiveSpaceChoice.active_space_raises_energy
-- 'ActiveSpaceChoice.active_space_raises_energy' depends on axioms: [propext, Classical.choice, Quot.sound]
#print axioms ActiveSpaceChoice.two_state_case
-- 'ActiveSpaceChoice.two_state_case' depends on axioms: [propext, Classical.choice, Quot.sound]
#print axioms ActiveSpaceChoice.second_move_can_lower
-- 'ActiveSpaceChoice.second_move_can_lower' depends on axioms: [propext, Classical.choice, Quot.sound]
```

## One Hamiltonian, two partitions

The model has a reference at energy $0$ and two finite groups of perturbers. Those of the first group have energies $D_i>0$ and real couplings $v_i$ to the reference, not all zero. Those of the second group, which may be empty, have energies $G_k>0$ and real couplings $w_k$ to the reference. Perturbers don't couple to one another.

In the first partition the reference stands alone and all perturbers are treated to second order:

$$E_{\text{bare}}=-\sum_i\frac{v_i^2}{D_i}-\sum_k\frac{w_k^2}{G_k}.$$

In the second partition the first group joins the reference in an active space, which is diagonalised. Let $E$ be its ground energy and $c$ its normalised ground vector, with reference coefficient $c_0$ and perturber coefficients $c_i$. An outer perturber sees only the reference part of this vector, so its coupling to the ground state is $c_0w_k$ and its excitation energy is $G_k-E$. The total is

$$E_{\text{act}}=E-\sum_k\frac{(c_0w_k)^2}{G_k-E}.$$

The main theorem, `active_space_raises_energy`, states that $E_{\text{bare}}<E_{\text{act}}$.

In Lean, the active space is indexed by `Option ι`: `none` is the reference and `some i` is the active perturber $i$. The matrix is `activeHamiltonian v D`, and $c_0$ is `c none`. Both totals come from the same function `secondOrderEnergy`. For the bare reference its arguments are energy `0`, coefficient `1` and the joined lists `Sum.elim v w` and `Sum.elim D G`.

The predicate `IsGroundState` requires that the vector is normalised, that it is an eigenvector with energy $E$, and that $E\,(x\cdot x)\le x\cdot Hx$ for every real vector $x$. The theorem takes such a ground state as given; a real symmetric matrix always has one. If all $v_i$ were zero, the two totals would coincide, so the strict inequality needs some nonzero coupling.

## How the model relates to NEVPT2

The structure is that of a multireference second-order method such as NEVPT2: a diagonalised active space, followed by a perturbative correction from the states outside. The simplifications are substantial. Whole states are moved between the two treatments, not orbitals, and there is no reoptimisation of orbitals. The energies $G_k$ are the same in both partitions, whereas NEVPT2 takes its perturber energies from Dyall's Hamiltonian, which changes with the active space.

If the second group is empty, the active space is the whole model and $E_{\text{act}}$ is its exact ground energy. The theorem then says that the bare second-order energy is too low. For this finite model with couplings to the reference alone, a rise in the total energy on introducing an active space is therefore not in itself a sign of a worse description.

## The ground energy is negative

For any vector $x$ with reference component $x_0$ and perturber components $x_i$,

$$x\cdot Hx=2x_0\sum_i v_ix_i+\sum_i D_ix_i^2 .$$

This is `expectation`, obtained from the two component formulas `mulVec_reference` and `mulVec_perturber`. Insert the first-order wavefunction, $x_0=1$ and $x_i=-v_i/D_i$. With $S=\sum_i v_i^2/D_i>0$, the two terms are $-2S$ and $+S$, so $x\cdot Hx=-S$. The ground-state bound gives

$$E\,(x\cdot x)\le -S<0,$$

and hence $E<0$. In `ground_energy_neg`, `hS` is the positivity of $S$ and `hq` is the value $-S$. The last lines assume $E\ge0$, which would make the left side nonnegative, and `linarith` finds the contradiction.

## Eliminating the perturber amplitudes

The eigenvalue equation has the components

$$\sum_i v_ic_i=Ec_0,\qquad v_ic_0+D_ic_i=Ec_i .$$

Since $E<0<D_i$, the difference $D_i-E$ is positive, and the second equation gives

$$c_i=-\frac{v_i}{D_i-E}\,c_0 .$$

If $c_0$ vanished, all $c_i$ would vanish too, contrary to normalisation. Inserting the amplitudes into the first equation and dividing by $c_0$ gives the Brillouin–Wigner equation

$$E=-\sum_i\frac{v_i^2}{D_i-E}.$$

In `brillouin_wigner`, `h0` is the reference equation, `h1` gives the amplitudes and `hc` shows $c_0\ne0$. The division by $c_0$ appears as `mul_right_cancel₀ hc`.

## Neither part of the correction grows

Because $-E>0$, each denominator $D_i-E$ exceeds $D_i$. No active term grows, and those with $v_i\ne0$ become strictly smaller:

$$\sum_i\frac{v_i^2}{D_i-E}<\sum_i\frac{v_i^2}{D_i},\qquad\text{so}\qquad E>-\sum_i\frac{v_i^2}{D_i}.$$

For the outer perturbers there are two effects. Normalisation, $c_0^2+\sum_ic_i^2=1$, gives $c_0^2\le1$, and the denominators grow from $G_k$ to $G_k-E$. Therefore

$$\sum_k\frac{(c_0w_k)^2}{G_k-E}\le\sum_k\frac{w_k^2}{G_k}.$$

Combining the two estimates,

$$E_{\text{act}}\ge E-\sum_k\frac{w_k^2}{G_k}>-\sum_i\frac{v_i^2}{D_i}-\sum_k\frac{w_k^2}{G_k}=E_{\text{bare}} .$$

In the main proof these estimates are `hA` and `hB`. The first uses `Finset.sum_lt_sum`, which asks for a weak inequality in every term and a strict one in at least one; the perturber `j` with nonzero coupling supplies the latter. After `simp only` has split the sum over all perturbers into its two groups, `linarith` adds the estimates.

## One active and one outer perturber

With a single perturber in each group, `two_state_case` reads

$$e-\frac{c_0^2w^2}{G-e}>-\frac{v^2}{D}-\frac{w^2}{G},$$

where $e$ is the lower eigenvalue of $\begin{pmatrix}0&v\\v&D\end{pmatrix}$ and $c_0$, written `c 0`, is the reference coefficient of its normalised eigenvector. The outer coupling $w$ may be zero. The proof rewrites the ground state of this $2\times2$ matrix as one of `activeHamiltonian` with a single perturber, checking normalisation, eigenvalue equation and lower bound in turn, and then applies the main theorem.

## A second enlargement can lower the energy

The comparison always starts from the bare reference. It doesn't extend to an active space that already holds a perturber, as `second_move_can_lower` shows with couplings $12$ and $33$ and energies $7$ and $82$.

With only the first perturber active, the ground energy is $-9$ and the normalised vector is $(4/5,-3/5)$. The lower bound follows from a square:

$$x\cdot Hx+9\,x\cdot x=(3x_0+4x_1)^2\ge0 .$$

The second perturber, still outside, contributes a correction, and the total is

$$-9-\frac{(\tfrac45\cdot33)^2}{82+9}\approx-16.66 .$$

With both perturbers active, the ground energy is $-17$ and the normalised vector is $(6/7,-3/7,-2/7)$. Here

$$x\cdot Hx+17\,x\cdot x=24\left(x_1+\tfrac{x_0}{2}\right)^2+99\left(x_2+\tfrac{x_0}{3}\right)^2\ge0 .$$

Nothing is left outside, so the total is $-17$, lower than before. The weight of the reference has risen from $16/25$ to $36/49$: diagonalisation lets the vector readjust to the second perturber, which the second-order correction with a fixed active vector does not.

The subscripts $1,2$ in these formulas correspond to `some 0` and `some 1` in Lean. The squares are passed to `nlinarith` as hints, and `norm_num` verifies the eigenvalue equations, the normalisation and the final comparison.
